# A finite real symmetric tridiagonal Hamiltonian has no eigenvalue at or below E exactly when all ratios of H − E are positive

Whether a particle on a finite chain of sites with real nearest-neighbour couplings has a level at or below an energy \(E\) can be decided by a recursion that stops at its first nonpositive ratio. The Lean statement has no stopping rule: it defines a ratio at every site and requires all of them to be positive. The two versions give the same verdict, because a first nonpositive ratio already violates the requirement, whatever follows it.

## The ratios and the equivalence

Number the sites \(0,\dots,n\). The real symmetric matrix \(H\) has on-site energies \(a_i\) on its diagonal and couplings \(b_i\) between sites \(i\) and \(i+1\); all other entries are zero. For a real energy \(E\) define

\[
D_0(E)=a_0-E,\qquad D_{i+1}(E)=a_{i+1}-E-\frac{b_i^2}{D_i(E)} .
\]

Then

\[
D_i(E)>0\ \text{ for all } i\le n
\quad\Longleftrightarrow\quad
\text{every eigenvalue of } H \text{ is greater than } E .
\]

At \(E=0\) the right-hand side says that \(H\) is positive definite. The couplings may have either sign and may vanish. For a single site, \(n=0\), the test reads \(a_0>E\).

## One sweep along a radial grid

For one particle in a central potential \(V\), in units with \(\hbar=m=1\), put the radial function \(u\) on the grid \(r_i=(i+1)h\) with spacing \(h\), and let it vanish at \(r=0\) and at the wall \(r=(n+2)h\). The three-point second difference gives

\[
a_i=\frac1{h^2}+V(r_i)+\frac{l(l+1)}{2r_i^2},\qquad b_i=-\frac1{2h^2},
\]

where \(l\) is the angular momentum. If \(V\) tends to zero at large distance, the threshold is \(E=0\), and the test asks whether this finite grid has a level at or below it.

A code keeps one number \(d\). It starts with \(d=a_0-E\), replaces \(d\) by \(a_{i+1}-E-b_i^2/d\) at each further grid point, and returns "level found" as soon as \(d\le 0\). No eigenvector is computed and no matrix is stored.

The same sweep is an outward integration in disguise. If \(u\) solves the difference equation at energy \(E\) from the origin outward, then \(D_i(E)=-b_iu_{i+1}/u_i\) as long as \(u_0,\dots,u_i\) are all nonzero. Since \(b_i<0\) here, the sweep stops at the first site \(i\) for which the next value \(u_{i+1}\) is zero or has the opposite sign to \(u_i\). For \(i=n\) the next value is the one at the wall, where the outward solution need not vanish.

**Three sites by hand.** Take \(a_i=2\) and \(b_i=-1\), which is the free \(l=0\) grid in units of \(1/(2h^2)\). The eigenvalues are \(2-\sqrt2\approx0.586\), \(2\) and \(2+\sqrt2\).

- At \(E=\tfrac12\) the ratios are \(\tfrac32\), \(\tfrac32-\tfrac23=\tfrac56\) and \(\tfrac32-\tfrac65=\tfrac3{10}\). All are positive, and the lowest level does lie above \(\tfrac12\).
- At \(E=1\) the ratios begin \(1\), \(1-1=0\). The sweep stops and reports a level at or below \(1\), which is correct.

## Completing squares from the first site

Take \(E=0\) first and write \(D_i\) for \(D_i(0)\). For real amplitudes \(x_0,\dots,x_n\), the quadratic form of \(H\) is

\[
Q_n(x)=\sum_{i=0}^{n}a_ix_i^2+2\sum_{i=0}^{n-1}b_ix_ix_{i+1}.
\]

If \(D_0,\dots,D_{n-1}\) are nonzero, then

\[
Q_n(x)=\sum_{i=0}^{n-1}D_i\Bigl(x_i+\frac{b_i}{D_i}x_{i+1}\Bigr)^2+D_nx_n^2 .
\]

For \(n=0\) both sides are \(a_0x_0^2\). Suppose the identity holds for \(Q_m\). Adding site \(m+1\) adds \(a_{m+1}x_{m+1}^2+2b_mx_mx_{m+1}\). The last term of \(Q_m\) combines with the new coupling:

\[
D_mx_m^2+2b_mx_mx_{m+1}
=D_m\Bigl(x_m+\frac{b_m}{D_m}x_{m+1}\Bigr)^2-\frac{b_m^2}{D_m}x_{m+1}^2 .
\]

The coefficient of \(x_{m+1}^2\) is now \(a_{m+1}-b_m^2/D_m=D_{m+1}\), which is the identity for \(m+1\).

**Positive ratios imply positive definiteness.** Let all \(D_i>0\) and suppose \(Q_n(x)\le0\). Every term in the sum of squares is nonnegative, so \(D_nx_n^2=0\) and \(x_n=0\). The last site then contributes nothing, so \(Q_{n-1}(x)\le0\), and the argument repeats down to site \(0\). Only \(x=0\) has \(Q_n(x)\le0\).

**Positive definiteness implies positive ratios.** Suppose \(D_0,\dots,D_{k-1}\) are already known to be positive. Set \(x_k=1\), \(x_i=0\) for \(i>k\), and going backwards

\[
x_i=-\frac{b_i}{D_i}x_{i+1},\qquad\text{so}\qquad x_i=\prod_{j=i}^{k-1}\Bigl(-\frac{b_j}{D_j}\Bigr)\quad(i\le k).
\]

Every square before site \(k\) vanishes and the sites beyond \(k\) are empty, so \(Q_n(x)=D_k\). The state is nonzero, hence \(D_k>0\). Starting at \(k=0\), this gives all the ratios in turn. The state is not normalised; its mean energy is \(D_k/\sum_i x_i^2\).

**Shift by \(E\).** Replacing \(a_i\) by \(a_i-E\) turns \(H\) into \(H-E\) and \(D_i\) into \(D_i(E)\). If \(H-E\) is positive definite and \(Hv=\mu v\) with \(v\ne0\), then

\[
0<v\cdot(H-E)v=(\mu-E)\,v\cdot v ,
\]

so \(\mu>E\). Conversely, let every eigenvalue of \(H\) exceed \(E\). Expand \(x=\sum_jc_jv_j\) in orthonormal eigenvectors of \(H-E\) with eigenvalues \(\lambda_j\). Each \(\lambda_j+E\) is an eigenvalue of \(H\), so \(\lambda_j>0\), and \(x\cdot(H-E)x=\sum_j\lambda_jc_j^2>0\) for \(x\neq0\).

## The Lean source

```lean
import Mathlib

open Matrix Finset

namespace RatioTestNoBoundState

noncomputable section

/-- Matrix element between sites `i` and `j` of a chain with on-site energies `a` and
couplings `b i` between the sites `i` and `i + 1`. -/
def entry (a b : ℕ → ℝ) (i j : ℕ) : ℝ :=
  if i = j then a i else if j = i + 1 then b i else if i = j + 1 then b j else 0

/-- The symmetric tridiagonal Hamiltonian on the `n + 1` sites `0, ..., n`. -/
def chain (a b : ℕ → ℝ) (n : ℕ) : Matrix (Fin (n + 1)) (Fin (n + 1)) ℝ :=
  Matrix.of fun i j => entry a b i j

/-- The ratios `D 0 = a 0`, `D (i+1) = a (i+1) - (b i)^2 / D i`; the value at a site is
meaningful as long as all earlier ratios are nonzero. -/
def ratio (a b : ℕ → ℝ) : ℕ → ℝ
  | 0 => a 0
  | i + 1 => a (i + 1) - b i ^ 2 / ratio a b i

/-- The energy form of the amplitudes `x 0, ..., x n`: on-site terms plus twice the
nearest-neighbour terms. -/
def energy (a b : ℕ → ℝ) (n : ℕ) (x : ℕ → ℝ) : ℝ :=
  ∑ i ∈ range (n + 1), a i * x i ^ 2 + 2 * ∑ i ∈ range n, b i * x i * x (i + 1)

/-- The trial state with amplitude one at site `k`, zero beyond it, and continued to the
earlier sites by `x i = -(b i / D i) x (i+1)`; it is meant for nonzero `D i`, `i < k`. -/
def trialState (a b : ℕ → ℝ) (k i : ℕ) : ℝ :=
  if i ≤ k then ∏ j ∈ Ico i k, (-(b j / ratio a b j)) else 0

/-- Adding one site adds its on-site energy and its coupling to the previous site. -/
theorem energy_succ (a b : ℕ → ℝ) (n : ℕ) (x : ℕ → ℝ) :
    energy a b (n + 1) x =
      energy a b n x + a (n + 1) * x (n + 1) ^ 2 + 2 * (b n * x n * x (n + 1)) := by
  unfold energy
  rw [sum_range_succ (fun i => a i * x i ^ 2) (n + 1),
    sum_range_succ (fun i => b i * x i * x (i + 1)) n]
  ring

/-- For real amplitudes `x`, normalised or not, the quadratic form `x ⬝ H x` of the tridiagonal
Hamiltonian `H` is the energy form. -/
theorem expectation_eq_energy (a b : ℕ → ℝ) (n : ℕ) (x : ℕ → ℝ) :
    (fun i : Fin (n + 1) => x i) ⬝ᵥ (chain a b n *ᵥ fun i : Fin (n + 1) => x i) =
      energy a b n x := by
  have key : ∀ m, ∑ i ∈ range (m + 1), ∑ j ∈ range (m + 1), x i * (entry a b i j * x j) =
      energy a b m x := by
    intro m
    induction m with
    | zero => simp [entry, energy]; ring
    | succ m ih =>
      -- the new site couples only to its neighbour
      have hcol : ∑ i ∈ range (m + 1), x i * (entry a b i (m + 1) * x (m + 1)) =
          b m * x m * x (m + 1) := by
        have h0 : ∑ i ∈ range m, x i * (entry a b i (m + 1) * x (m + 1)) = 0 := by
          refine sum_eq_zero fun i hi => ?_
          have hi' := mem_range.1 hi
          unfold entry
          rw [if_neg (by omega), if_neg (by omega), if_neg (by omega)]
          ring
        have h1 : entry a b m (m + 1) = b m := by
          unfold entry
          rw [if_neg (by omega), if_pos rfl]
        rw [sum_range_succ, h0, h1]
        ring
      have hsymm : ∀ j ∈ range (m + 1), x (m + 1) * (entry a b (m + 1) j * x j) =
          x j * (entry a b j (m + 1) * x (m + 1)) := by
        intro j hj
        have hj' := mem_range.1 hj
        have h2 : entry a b (m + 1) j = entry a b j (m + 1) := by
          unfold entry
          rw [if_neg (by omega), if_neg (show ¬ j = m + 1 by omega)]
          split_ifs <;> first | rfl | omega
        rw [h2]
        ring
      have hdiag : entry a b (m + 1) (m + 1) = a (m + 1) := if_pos rfl
      simp only [sum_range_succ _ (m + 1), sum_add_distrib]
      rw [ih, sum_congr rfl hsymm, hcol, hdiag, energy_succ]
      ring
  rw [← key, sum_range]
  simp only [dotProduct, Matrix.mulVec, chain, Matrix.of_apply, mul_sum]
  refine sum_congr rfl fun i _ => ?_
  rw [sum_range]

/-- If the ratios before site `n` are nonzero, the energy form is a sum of squares whose weights are
the ratios. -/
theorem energy_eq_sum_squares (a b : ℕ → ℝ) (x : ℕ → ℝ) (n : ℕ)
    (hD : ∀ i < n, ratio a b i ≠ 0) :
    energy a b n x = ∑ i ∈ range n,
      ratio a b i * (x i + b i / ratio a b i * x (i + 1)) ^ 2 + ratio a b n * x n ^ 2 := by
  induction n with
  | zero => simp [energy, ratio]
  | succ m ih =>
    have hm := hD m (by omega)
    have hsq : ratio a b m * (x m + b m / ratio a b m * x (m + 1)) ^ 2 =
        ratio a b m * x m ^ 2 + 2 * (b m * x m * x (m + 1)) +
          b m ^ 2 / ratio a b m * x (m + 1) ^ 2 := by
      field_simp
      ring
    have hr : ratio a b (m + 1) = a (m + 1) - b m ^ 2 / ratio a b m := rfl
    rw [energy_succ, ih fun i hi => hD i (by omega), sum_range_succ, hsq, hr]
    ring

/-- If the ratios before site `k` are nonzero, the trial state ending at site `k` of the
chain has energy form equal to the ratio `D k`. -/
theorem energy_trialState (a b : ℕ → ℝ) {k n : ℕ} (hkn : k ≤ n)
    (hD : ∀ i < k, ratio a b i ≠ 0) :
    energy a b n (trialState a b k) = ratio a b k := by
  -- sites beyond `k` are empty
  have trunc : energy a b n (trialState a b k) = energy a b k (trialState a b k) := by
    induction n, hkn using Nat.le_induction with
    | base => rfl
    | succ m hm ih =>
      have h0 : trialState a b k (m + 1) = 0 := if_neg (by omega)
      rw [energy_succ, ih, h0]
      ring
  -- every square except the last one vanishes
  have hz : ∑ i ∈ range k, ratio a b i * (trialState a b k i +
      b i / ratio a b i * trialState a b k (i + 1)) ^ 2 = 0 := by
    refine sum_eq_zero fun i hi => ?_
    have hi' := mem_range.1 hi
    have hstep : trialState a b k i =
        -(b i / ratio a b i) * trialState a b k (i + 1) := by
      unfold trialState
      rw [if_pos (by omega), if_pos (by omega), prod_eq_prod_Ico_succ_bot hi']
    rw [hstep]
    ring
  have h1 : trialState a b k k = 1 := by simp [trialState]
  rw [trunc, energy_eq_sum_squares a b _ k hD, hz, h1]
  ring

/-- If all ratios up to site `n` are positive, only the zero state has nonpositive energy. -/
theorem eq_zero_of_energy_nonpos (a b : ℕ → ℝ) (x : ℕ → ℝ) (n : ℕ)
    (hD : ∀ i ≤ n, 0 < ratio a b i) (hE : energy a b n x ≤ 0) : ∀ i ≤ n, x i = 0 := by
  induction n with
  | zero =>
    intro i hi
    obtain rfl : i = 0 := by omega
    by_contra hne
    have hx : 0 < x 0 ^ 2 := by positivity
    have h := energy_eq_sum_squares a b x 0 (by intro i hi; omega)
    rw [sum_range_zero] at h
    have hp := mul_pos (hD 0 le_rfl) hx
    linarith
  | succ m ih =>
    have hlast : x (m + 1) = 0 := by
      by_contra hne
      have hx : 0 < x (m + 1) ^ 2 := by positivity
      have h := energy_eq_sum_squares a b x (m + 1) fun i hi => (hD i hi.le).ne'
      have hs : 0 ≤ ∑ i ∈ range (m + 1),
          ratio a b i * (x i + b i / ratio a b i * x (i + 1)) ^ 2 :=
        sum_nonneg fun i hi => mul_nonneg (hD i (mem_range.1 hi).le).le (sq_nonneg _)
      have hp := mul_pos (hD (m + 1) le_rfl) hx
      linarith
    rw [energy_succ, hlast] at hE
    intro i hi
    rcases Nat.lt_or_ge m i with h | h
    · obtain rfl : i = m + 1 := by omega
      exact hlast
    · exact ih (fun j hj => hD j (by omega)) (by linarith) i h

/-- The tridiagonal Hamiltonian is Hermitian. -/
theorem chain_isHermitian (a b : ℕ → ℝ) (n : ℕ) : (chain a b n).IsHermitian := by
  ext i j
  change entry a b j i = entry a b i j
  by_cases h : (i : ℕ) = j
  · rw [h]
  · unfold entry
    rw [if_neg h, if_neg (Ne.symm h)]
    split_ifs <;> first | rfl | omega

/-- Ratio test: the tridiagonal Hamiltonian on the sites `0, ..., n` is positive definite
if and only if all the ratios `D 0, ..., D n` are positive. -/
theorem posDef_iff_ratio_pos (a b : ℕ → ℝ) (n : ℕ) :
    (chain a b n).PosDef ↔ ∀ i ≤ n, 0 < ratio a b i := by
  rw [Matrix.posDef_iff_dotProduct_mulVec]
  constructor
  · rintro ⟨-, h⟩ k
    induction k using Nat.strong_induction_on with
    | _ k ih =>
      intro hk
      -- test positivity on the trial state ending at site `k`
      have hne : (fun i : Fin (n + 1) => trialState a b k i) ≠ 0 := by
        intro h0
        have h1 := congrFun h0 ⟨k, by omega⟩
        simp [trialState] at h1
      have hp := h hne
      rwa [star_trivial, expectation_eq_energy,
        energy_trialState a b hk fun i hi => (ih i hi (by omega)).ne'] at hp
  · intro hD
    refine ⟨chain_isHermitian a b n, fun v hv => ?_⟩
    -- extend the state by zero beyond the chain
    let x : ℕ → ℝ := fun i => if h : i < n + 1 then v ⟨i, h⟩ else 0
    have hx : v = fun i : Fin (n + 1) => x i := by
      funext i
      change v i = if h : (i : ℕ) < n + 1 then v ⟨i, h⟩ else 0
      rw [dif_pos i.2]
    rw [star_trivial, hx, expectation_eq_energy]
    by_contra hneg
    apply hv
    rw [hx]
    funext i
    exact eq_zero_of_energy_nonpos a b x n hD (not_lt.1 hneg) i (by omega)

/-- No state at or below `E`: the ratios `D 0, ..., D n` built with on-site energies `a i - E` are
all positive if and only if every eigenvalue of the Hamiltonian lies strictly above `E`. -/
theorem ratio_pos_iff_no_bound_state (a b : ℕ → ℝ) (n : ℕ) (E : ℝ) :
    (∀ i ≤ n, 0 < ratio (fun i => a i - E) b i) ↔
      ∀ (μ : ℝ) (v : Fin (n + 1) → ℝ), v ≠ 0 → chain a b n *ᵥ v = μ • v → E < μ := by
  have hshift : ∀ v, chain (fun i => a i - E) b n *ᵥ v = chain a b n *ᵥ v - E • v := by
    intro v
    have hM : chain (fun i => a i - E) b n = chain a b n - E • 1 := by
      ext i j
      by_cases h : i = j
      · subst h
        simp [chain, entry]
      · have h' : (i : ℕ) ≠ j := fun h' => h (Fin.ext h')
        simp [chain, entry, h, h']
    rw [hM, Matrix.sub_mulVec, Matrix.smul_mulVec, Matrix.one_mulVec]
  rw [← posDef_iff_ratio_pos]
  constructor
  · intro h μ v hv hμ
    have hp := (Matrix.posDef_iff_dotProduct_mulVec.1 h).2 hv
    rw [star_trivial, hshift, hμ, ← sub_smul, dotProduct_smul, smul_eq_mul] at hp
    have hvv : 0 ≤ v ⬝ᵥ v := sum_nonneg fun i _ => mul_self_nonneg (v i)
    by_contra hle
    nlinarith [mul_nonneg (sub_nonneg.2 (not_lt.1 hle)) hvv]
  · intro h
    -- apply the hypothesis to an eigenbasis of the shifted Hamiltonian
    have hH := chain_isHermitian (fun i => a i - E) b n
    rw [hH.posDef_iff_eigenvalues_pos]
    intro i
    have hne : (hH.eigenvectorBasis i).ofLp ≠ 0 := by
      intro h0
      apply hH.eigenvectorBasis.orthonormal.ne_zero i
      ext j
      exact congrFun h0 j
    have h3 := (hshift _).symm.trans (hH.mulVec_eigenvectorBasis i)
    have h4 := h (hH.eigenvalues i + E) _ hne (by
      rw [add_smul]
      exact sub_eq_iff_eq_add.1 h3)
    linarith

end

end RatioTestNoBoundState
```

```lean
#print axioms RatioTestNoBoundState.ratio_pos_iff_no_bound_state
-- 'RatioTestNoBoundState.ratio_pos_iff_no_bound_state' depends on axioms: [propext, Classical.choice, Quot.sound]
```

## The two theorems in words

`chain a b n` is \(H\) on \(n+1\) sites, indexed by `Fin (n + 1)`. The sequences `a` and `b` are defined on all natural numbers, but the matrix uses only \(a_0,\dots,a_n\) and \(b_0,\dots,b_{n-1}\). `ratio a b i` is \(D_i(0)\), and `ratio (fun i => a i - E) b i` is \(D_i(E)\). `energy` is \(Q_n\), without division by \(\sum_i x_i^2\).

`posDef_iff_ratio_pos` is the equivalence at \(E=0\). `ratio_pos_iff_no_bound_state` is the version with \(E\): its right-hand side says that any real \(\mu\) with a nonzero real eigenvector `v` satisfies `E < μ`. The name uses "bound state" for any eigenvector with eigenvalue at or below \(E\), whatever \(E\) is; it is chosen with \(E\) at the threshold in mind.

Lean sets division by zero to zero, so a vanishing \(D_i(E)\) is followed by \(D_{i+1}(E)=a_{i+1}-E\), whatever the coupling: in the example at \(E=1\) the third would come out as \(1\).

## How the lemmas carry the derivation

`expectation_eq_energy` identifies the matrix expression with \(Q_n\) by adding one row and one column at a time; the new site couples only to its neighbour. `energy_eq_sum_squares` is the induction above, with the expanded square in `hsq`, checked by `field_simp` and `ring`.

`energy_trialState` first removes the empty sites (`trunc`), then shows that the squares vanish (`hz`). `eq_zero_of_energy_nonpos` removes the amplitudes from the last site backwards. In `posDef_iff_ratio_pos`, strong induction supplies the positivity of the earlier ratios that the trial state needs. `chain_isHermitian` is used there because `PosDef` includes the Hermitian property, and again in the last theorem to obtain the eigenvector basis.

In the last theorem, `hshift` is the replacement of \(H\) by \(H-E\). One direction evaluates the quadratic form on an eigenvector; the other uses Mathlib's eigenvector basis and its criterion that positive eigenvalues give positive definiteness.

## A finite grid, real numbers, a yes-or-no answer

The guarantee holds for every finite length and all real \(a_i\), \(b_i\) and \(E\). It concerns exact real numbers; in floating-point arithmetic, rounding can change the verdict when the lowest level lies very close to \(E\) on the scale of the matrix elements. The theorems say whether a level at or below \(E\) exists, not how many there are.

The step left to the user is the passage from the grid to the radial equation on the half-line, with \(h\to0\) and the wall moved to infinity. If the only bound state is weakly bound and extends far beyond the wall, the box can push it above threshold, and the sweep then correctly reports no level for a matrix that represents the physical problem poorly.
